# Local decoupling on a ring: the Riccati equation of block-circulant operators, one wave vector at a time

A formal statement about decoupling in a periodic system has to fix what "periodic" means, both for the one-electron operator \(D\) and for the map \(X\) that gives the small components in terms of the large ones. Here the crystal is a ring of \(N \ge 1\) cells labelled by the integers modulo \(N\), and translation invariance is built into the objects: an operator is given by a family of complex blocks \(M_t\), one for each cell offset \(t\), and \(X\) is such a family too. The ring is `ZMod N`, with `NeZero N` excluding \(N = 0\). The types `m`, `n`, `p` index basis functions within one cell; `L` and `S` index the large and the small components of a cell and may differ in size.

In Lean 4 with Mathlib:

```lean
import Mathlib

open Finset

namespace LocalDecoupling

noncomputable section

variable {N : ℕ} [NeZero N] {m n p L S : Type*}
```

## The objects

Wave vectors \(k\) also run over the integers modulo \(N\). The Bloch phase is \(e^{2\pi i kt/N}\), evaluated on the representatives `k.val` and `t.val` in \(\{0,\dots,N-1\}\).

```lean
/-- The Bloch phase `exp(2πi k t / N)` on a ring of `N` cells. -/
def phase (k t : ZMod N) : ℂ :=
  Complex.exp (2 * (Real.pi : ℂ) * Complex.I * ((k.val : ℂ) * (t.val : ℂ)) / (N : ℂ))
```

The supercell matrix \(\operatorname{circ} M\) has rows \((x,i)\) and columns \((y,j)\), where \(x,y\) are cells and \(i,j\) functions within a cell:
\[ (\operatorname{circ} M)_{(x,i),(y,j)} = (M_{x-y})_{ij}. \]

```lean
/-- The block-circulant supercell matrix whose block between cells `x` and `y` is `M (x - y)`. -/
def circ (M : ZMod N → Matrix m n ℂ) : Matrix (ZMod N × m) (ZMod N × n) ℂ :=
  Matrix.of fun a b => M (a.1 - b.1) a.2 b.2
```

The Bloch block carries no normalising factor:
\[ M(k) = \sum_t e^{2\pi i kt/N} M_t . \]
With these signs \(\operatorname{circ} M\) sends the wave \(e^{-2\pi i ky/N}u\), for a cell vector \(u\), to \(e^{-2\pi i kx/N} M(k)u\). The opposite sign would relabel \(k\) as \(-k\), which changes none of the statements that quantify over every \(k\).

```lean
/-- The Bloch block `M(k) = ∑_t exp(2πi k t / N) M_t`. -/
def bloch (M : ZMod N → Matrix m n ℂ) (k : ZMod N) : Matrix m n ℂ :=
  ∑ t, phase k t • M t
```

The lattice convolution is \((M * M')_t = \sum_s M_{t-s}M'_s\).

```lean
/-- The lattice convolution `∑_s M_(t-s) M'_s` of two families of blocks. -/
def conv [Fintype n] (M : ZMod N → Matrix m n ℂ) (M' : ZMod N → Matrix n p ℂ) (t : ZMod N) :
    Matrix m p ℂ :=
  ∑ s, M (t - s) * M' s
```

An on-site operator has a block \(X_0\) at offset \(0\) and zero at every other offset. "Site" means the whole cell: if a cell holds several atoms, \(X_0\) may couple them.

```lean
/-- The family of blocks of an on-site operator: `X0` within a cell, zero between cells. -/
def onSite (X0 : Matrix m n ℂ) (t : ZMod N) : Matrix m n ℂ :=
  if t = 0 then X0 else 0
```

Write \(D\) in large and small blocks, and ask that it map vectors of the form \((\psi, X\psi)\) to vectors of the same form:
\[ \begin{pmatrix} D_{11} & D_{12}\\ D_{21} & D_{22}\end{pmatrix}\begin{pmatrix}\psi\\ X\psi\end{pmatrix} = \begin{pmatrix}(D_{11}+D_{12}X)\psi\\ (D_{21}+D_{22}X)\psi\end{pmatrix}. \]
The lower entry equals \(X\) times the upper one for all \(\psi\) exactly when
\[ D_{21}+D_{22}X = X(D_{11}+D_{12}X). \]
This equation is `Riccati`, with \(X\) a rectangular \(S\times L\) matrix. The four blocks are arbitrary complex matrices: no Hermiticity is required, no overlap matrix appears, and nothing in the equation selects the electronic branch of the spectrum over the negative-energy one. The same definition serves for the supercell, with index types `ZMod N × L` and `ZMod N × S`, and for a single cell.

```lean
/-- The decoupling (Riccati) equation `D21 + D22 X = X (D11 + D12 X)` for a map `X` from
large to small components. -/
def Riccati [Fintype L] [Fintype S] (D11 : Matrix L L ℂ) (D12 : Matrix L S ℂ)
    (D21 : Matrix S L ℂ) (D22 : Matrix S S ℂ) (X : Matrix S L ℂ) : Prop :=
  D21 + D22 * X = X * (D11 + D12 * X)
```

## Fourier algebra on the ring

The function \(\chi(a) = e^{2\pi i a/N}\) depends only on \(a\) modulo \(N\) and obeys \(\chi(a+b)=\chi(a)\chi(b)\). The phase is \(\chi(kt)\). In Mathlib \(\chi\) is `ZMod.stdAddChar`; `ZMod.stdAddChar_coe` gives its value on the integer product of the two representatives, and the casts reduce that integer to `k * t` in the ring.

```lean
/-- The Bloch phase is the standard additive character of `ZMod N` evaluated at `k t`. -/
theorem phase_eq (k t : ZMod N) : phase k t = ZMod.stdAddChar (k * t) := by
  have h := ZMod.stdAddChar_coe (N := N) ((k.val : ℤ) * (t.val : ℤ))
  simp only [Int.cast_mul, Int.cast_natCast, ZMod.natCast_zmod_val] at h
  rw [h, phase]
```

The Bloch blocks determine the real-space blocks. Since \(\sum_k e^{2\pi i k(s-t)/N} = N\delta_{st}\),
\[ \frac1N\sum_k e^{-2\pi i kt/N} M(k) = \frac1N\sum_s M_s \sum_k e^{2\pi i k(s-t)/N} = M_t . \]
The proof takes this inversion from `ZMod.dft`, which is a linear equivalence and hence injective. Its phase has the opposite sign, so the hypothesis is used at `-k`.

```lean
/-- Two families of blocks with equal Bloch blocks at every `k` are equal. -/
theorem bloch_injective {M M' : ZMod N → Matrix m n ℂ} (h : ∀ k, bloch M k = bloch M' k) :
    M = M' := by
  -- the Bloch block at `-k` is the discrete Fourier transform at `k`
  apply (ZMod.dft (N := N) (E := Matrix m n ℂ)).injective
  funext k
  have hk := h (-k)
  have e : ∀ t : ZMod N, -k * t = -(t * k) := fun t => by ring
  simp only [bloch, phase_eq, e] at hk
  rw [ZMod.dft_apply, ZMod.dft_apply]
  exact hk
```

A product of two circulant matrices is circulant. Summing over the intermediate cell \(y\) and putting \(s = y - z\),
\[ \sum_y M_{x-y}M'_{y-z} = \sum_s M_{(x-z)-s}M'_s = (M*M')_{x-z}. \]
The substitution is `Equiv.subRight z`, and `e` is the identity \(x - z - (y - z) = x - y\).

```lean
/-- The product of two block-circulant matrices is block-circulant, with the convolution
as its family of blocks. -/
theorem circ_mul [Fintype n] (M : ZMod N → Matrix m n ℂ) (M' : ZMod N → Matrix n p ℂ) :
    circ M * circ M' = circ (conv M M') := by
  ext ⟨x, i⟩ ⟨z, l⟩
  simp only [circ, conv, Matrix.mul_apply, Matrix.of_apply, Fintype.sum_prod_type,
    Matrix.sum_apply]
  -- shift the intermediate cell `y` to `y - z`
  refine Fintype.sum_equiv (Equiv.subRight z) _ _ (fun y => ?_)
  have e : x - z - (y - z) = x - y := by ring
  simp only [Equiv.subRight_apply, e]
```

The Bloch transform turns the convolution into a product. Exchanging the sums, splitting the phase as \(\chi(kt)=\chi(k(t-s))\chi(ks)\) and putting \(r = t-s\),
\[ (M*M')(k) = \sum_s\sum_t \chi(k(t-s))M_{t-s}\,\chi(ks)M'_s = \sum_r \chi(kr)M_r \sum_s \chi(ks) M'_s = M(k)M'(k). \]
These three moves are `Finset.sum_comm`, `AddChar.map_add_eq_mul` and `Equiv.subRight s`. The order of the matrix factors is preserved throughout.

```lean
/-- The Bloch block of a convolution is the product of the Bloch blocks. -/
theorem bloch_conv [Fintype n] (M : ZMod N → Matrix m n ℂ) (M' : ZMod N → Matrix n p ℂ)
    (k : ZMod N) : bloch (conv M M') k = bloch M k * bloch M' k := by
  unfold bloch conv
  rw [Matrix.mul_sum]
  simp only [Finset.smul_sum, Matrix.sum_mul]
  rw [Finset.sum_comm]
  refine Finset.sum_congr rfl fun s _ =>
    Fintype.sum_equiv (Equiv.subRight s) _ _ fun t => ?_
  simp only [Equiv.subRight_apply, Matrix.smul_mul, Matrix.mul_smul, smul_smul, phase_eq]
  -- the phases of `t - s` and `s` multiply to the phase of `t`
  congr 1
  rw [← AddChar.map_add_eq_mul]
  congr 1
  ring
```

## The supercell equation splits over \(k\)

Let all five operators be circulant. Each side of the supercell equation is then circulant, with block families \(D_{21}+D_{22}*X\) and \(X*(D_{11}+D_{12}*X)\). Two circulant matrices agree exactly when their families do, because \(M_t\) is the block between cells \(t\) and \(0\). Two families agree exactly when their Bloch blocks do, and these are \(D_{21}(k)+D_{22}(k)X(k)\) and \(X(k)\bigl(D_{11}(k)+D_{12}(k)X(k)\bigr)\). Hence
\[ \text{supercell equation} \iff \forall k:\; D_{21}(k)+D_{22}(k)X(k) = X(k)\bigl(D_{11}(k)+D_{12}(k)X(k)\bigr). \]
In the proof, `cinj` reads off the block at `(t, i)`, `(0, j)`; `c1` and `c2` state that `circ` is additive, `b1` and `b2` that `bloch` is. The forward direction applies `bloch` to the equality of families, and the backward direction is `bloch_injective`.

```lean
variable [Fintype L] [Fintype S]

/-- For block-circulant `D11, D12, D21, D22, X` the supercell Riccati equation holds
if and only if the Riccati equation of the Bloch blocks holds at every `k`. -/
theorem riccati_iff_bloch (D11 : ZMod N → Matrix L L ℂ) (D12 : ZMod N → Matrix L S ℂ)
    (D21 : ZMod N → Matrix S L ℂ) (D22 : ZMod N → Matrix S S ℂ) (X : ZMod N → Matrix S L ℂ) :
    Riccati (circ D11) (circ D12) (circ D21) (circ D22) (circ X) ↔
      ∀ k, Riccati (bloch D11 k) (bloch D12 k) (bloch D21 k) (bloch D22 k) (bloch X k) := by
  have cinj : ∀ A B : ZMod N → Matrix S L ℂ, circ A = circ B ↔ A = B := by
    intro A B
    refine ⟨fun h => ?_, fun h => by rw [h]⟩
    ext t i j
    have h0 := congrFun (congrFun h (t, i)) (0, j)
    simpa [circ] using h0
  have c1 : circ D21 + circ (conv D22 X) = circ (D21 + conv D22 X) := by
    ext a b
    simp [circ]
  have c2 : circ D11 + circ (conv D12 X) = circ (D11 + conv D12 X) := by
    ext a b
    simp [circ]
  have b1 : ∀ k, bloch (D21 + conv D22 X) k = bloch D21 k + bloch (conv D22 X) k := by
    intro k
    simp only [bloch, Pi.add_apply, smul_add, Finset.sum_add_distrib]
  have b2 : ∀ k, bloch (D11 + conv D12 X) k = bloch D11 k + bloch (conv D12 X) k := by
    intro k
    simp only [bloch, Pi.add_apply, smul_add, Finset.sum_add_distrib]
  -- both sides are circulant, so compare blocks and then Bloch blocks
  unfold Riccati
  rw [circ_mul D22 X, circ_mul D12 X, c1, c2, circ_mul, cinj]
  constructor
  · intro h k
    have hk : bloch (D21 + conv D22 X) k = bloch (conv X (D11 + conv D12 X)) k := by rw [h]
    simpa only [b1, b2, bloch_conv] using hk
  · intro h
    exact bloch_injective fun k => by simpa only [b1, b2, bloch_conv] using h k
```

The theorem is an equivalence for a given circulant \(X\). It does not say that a solution exists or is unique, and solutions of the supercell equation that break translation invariance do not enter. For two-component methods that decouple the one-electron Dirac matrix of a periodic system in an orthonormal basis, it says that on a finite one-dimensional ring a translation-invariant \(X\) may be sought separately at each wave vector.

## Scalar shifts

Adding \(c\,\mathbb 1\), with \(c\) complex, to both diagonal blocks adds \(cX\) to each side:
\[ D_{21}+(D_{22}+c)X = (D_{21}+D_{22}X)+cX, \qquad X(D_{11}+c+D_{12}X) = X(D_{11}+D_{12}X)+cX . \]
These are `l` and `r`, and `add_left_inj` cancels the common term. The statement holds for arbitrary matrices, circulant or not. In an orthonormal basis it means that \(X\) does not depend on the zero of energy, for example on whether the rest energy has been subtracted.

```lean
/-- Adding the same scalar `c` to `D11` and `D22` does not change the solutions of the
Riccati equation, for matrices of any size. -/
theorem riccati_shift [DecidableEq L] [DecidableEq S] (c : ℂ) (D11 : Matrix L L ℂ)
    (D12 : Matrix L S ℂ) (D21 : Matrix S L ℂ) (D22 : Matrix S S ℂ) (X : Matrix S L ℂ) :
    Riccati (D11 + c • (1 : Matrix L L ℂ)) D12 D21 (D22 + c • (1 : Matrix S S ℂ)) X ↔
      Riccati D11 D12 D21 D22 X := by
  -- each side gains the term `c X`
  have l : D21 + (D22 + c • (1 : Matrix S S ℂ)) * X = (D21 + D22 * X) + c • X := by
    simp only [Matrix.add_mul, Matrix.smul_mul, Matrix.one_mul]
    abel
  have r : X * (D11 + c • (1 : Matrix L L ℂ) + D12 * X) = X * (D11 + D12 * X) + c • X := by
    simp only [Matrix.mul_add, Matrix.mul_smul, Matrix.mul_one]
    abel
  unfold Riccati
  rw [l, r, add_left_inj]
```

The shift may also have range. Add \(\varepsilon_t\mathbb 1\) to the blocks of \(D_{11}\) and \(D_{22}\) at offset \(t\), with the same complex numbers \(\varepsilon_t\) in both. The Bloch blocks each gain \(\varepsilon(k)\mathbb 1\), where \(\varepsilon(k)=\sum_t e^{2\pi i kt/N}\varepsilon_t\); this is `e1` and `e2`. After `riccati_iff_bloch` is used on both sides, `riccati_shift` with \(c=\varepsilon(k)\) settles each \(k\). A hopping term that acts identically on all large and small functions therefore leaves the circulant solutions unchanged.

```lean
/-- Adding scalar blocks `ε_t · 1` to the blocks of both `D11` and `D22` does not change the
block-circulant solutions of the supercell Riccati equation. -/
theorem riccati_shift_circ [DecidableEq L] [DecidableEq S] (ε : ZMod N → ℂ)
    (D11 : ZMod N → Matrix L L ℂ) (D12 : ZMod N → Matrix L S ℂ)
    (D21 : ZMod N → Matrix S L ℂ) (D22 : ZMod N → Matrix S S ℂ) (X : ZMod N → Matrix S L ℂ) :
    Riccati (circ fun t => D11 t + ε t • (1 : Matrix L L ℂ)) (circ D12) (circ D21)
        (circ fun t => D22 t + ε t • (1 : Matrix S S ℂ)) (circ X) ↔
      Riccati (circ D11) (circ D12) (circ D21) (circ D22) (circ X) := by
  rw [riccati_iff_bloch, riccati_iff_bloch]
  refine forall_congr' fun k => ?_
  -- at each `k` this is a shift by the scalar `ε(k)`
  have e1 : bloch (fun t => D11 t + ε t • (1 : Matrix L L ℂ)) k
      = bloch D11 k + (∑ t, phase k t * ε t) • (1 : Matrix L L ℂ) := by
    simp only [bloch, smul_add, Finset.sum_add_distrib, smul_smul, Finset.sum_smul]
  have e2 : bloch (fun t => D22 t + ε t • (1 : Matrix S S ℂ)) k
      = bloch D22 k + (∑ t, phase k t * ε t) • (1 : Matrix S S ℂ) := by
    simp only [bloch, smul_add, Finset.sum_add_distrib, smul_smul, Finset.sum_smul]
  rw [e1, e2]
  exact riccati_shift _ _ _ _ _ _
```

## On-site decoupling

If \(X\) is on-site, only \(t=0\) contributes to the Bloch sum, with phase \(1\), so \(X(k)=X_0\) for all \(k\); this is `v`, through `Finset.sum_eq_single 0`. Conversely, if \(X(k)=X_0\) for all \(k\), then \(X\) and the on-site family have equal Bloch blocks and coincide by `bloch_injective`. The theorem states both directions.

```lean
/-- `X` is on-site with block `X0` if and only if `X(k) = X0` for every `k`. -/
theorem onSite_iff (X : ZMod N → Matrix m n ℂ) (X0 : Matrix m n ℂ) :
    X = onSite X0 ↔ ∀ k, bloch X k = X0 := by
  have v : ∀ k : ZMod N, bloch (onSite X0) k = X0 := by
    intro k
    unfold bloch
    rw [Finset.sum_eq_single 0]
    · simp [onSite, phase_eq]
    · intro t _ ht
      simp [onSite, ht]
    · simp
  refine ⟨fun h k => by rw [h, v], fun h => bloch_injective fun k => by rw [h, v]⟩
```

An on-site \(X\) thus solves the supercell equation exactly when the one matrix \(X_0\) solves the Bloch equation at every \(k\); this is `h1`. At fixed \(X_0\) both sides are linear in the blocks of \(D\):
\[ \sum_t \chi(kt)\,(D_{21,t}+D_{22,t}X_0) = D_{21}(k)+D_{22}(k)X_0, \]
\[ \sum_t \chi(kt)\,X_0(D_{11,t}+D_{12,t}X_0) = X_0\bigl(D_{11}(k)+D_{12}(k)X_0\bigr). \]
These identities are `f` and `g`. Equality of the right-hand sides at every \(k\) is, by Fourier inversion, equality of the summed families, so
\[ D_{21,t}+D_{22,t}X_0 = X_0(D_{11,t}+D_{12,t}X_0) \quad\text{for every offset } t . \]
The theorem is the conjunction of the two equivalences.

```lean
/-- An on-site `X` with block `X0` solves the supercell Riccati equation iff `X0` solves the
equation of the Bloch blocks at every `k`, and iff `X0` solves it for the real-space blocks
at every cell offset `t`. -/
theorem local_decoupling_iff (D11 : ZMod N → Matrix L L ℂ) (D12 : ZMod N → Matrix L S ℂ)
    (D21 : ZMod N → Matrix S L ℂ) (D22 : ZMod N → Matrix S S ℂ) (X0 : Matrix S L ℂ) :
    (Riccati (circ D11) (circ D12) (circ D21) (circ D22) (circ (onSite X0)) ↔
      ∀ k, Riccati (bloch D11 k) (bloch D12 k) (bloch D21 k) (bloch D22 k) X0) ∧
    (Riccati (circ D11) (circ D12) (circ D21) (circ D22) (circ (onSite X0)) ↔
      ∀ t, Riccati (D11 t) (D12 t) (D21 t) (D22 t) X0) := by
  have v : ∀ k : ZMod N, bloch (onSite X0) k = X0 := (onSite_iff (onSite X0) X0).1 rfl
  have h1 : Riccati (circ D11) (circ D12) (circ D21) (circ D22) (circ (onSite X0)) ↔
      ∀ k, Riccati (bloch D11 k) (bloch D12 k) (bloch D21 k) (bloch D22 k) X0 := by
    rw [riccati_iff_bloch]
    simp only [v]
  refine ⟨h1, h1.trans ?_⟩
  -- at fixed `X0` both sides of the equation are linear in the blocks
  have f : ∀ k, bloch (fun t => D21 t + D22 t * X0) k = bloch D21 k + bloch D22 k * X0 := by
    intro k
    simp only [bloch, smul_add, Finset.sum_add_distrib, Matrix.sum_mul, Matrix.smul_mul]
  have g : ∀ k, bloch (fun t => X0 * (D11 t + D12 t * X0)) k
      = X0 * (bloch D11 k + bloch D12 k * X0) := by
    intro k
    simp only [bloch, smul_add, Finset.sum_add_distrib, Matrix.sum_mul, Matrix.smul_mul,
      Matrix.mul_add, Matrix.mul_sum, Matrix.mul_smul]
  unfold Riccati
  constructor
  · intro h t
    have e : (fun t => D21 t + D22 t * X0) = fun t => X0 * (D11 t + D12 t * X0) :=
      bloch_injective fun k => by rw [f, g, h]
    exact congrFun e t
  · intro h k
    rw [← f, ← g, funext h]
```

The second equivalence is the condition for a cell-local \(X\) to be exact in this finite one-electron model: one and the same \(X_0\) must solve the decoupling equation for the on-site blocks and, separately, for the hopping blocks at every other offset. How large the error is when the condition fails, as in local approximations that assemble \(X\) from fragments, is not addressed, and neither is the renormalisation that turns \(D_{11}+D_{12}X\) into a Hermitian two-component Hamiltonian.

## A two-cell example

Take \(N=2\) with one large and one small function per cell, so that every block is a number. The on-site (\(t=0\)) and hopping (\(t=1\)) matrices are
\[ \begin{pmatrix}0&4\\4&-6\end{pmatrix},\qquad \begin{pmatrix}1&2\\2&-2\end{pmatrix}, \]
and \(X_0=\tfrac12\). At \(t=0\), \(4-6\cdot\tfrac12 = 1 = \tfrac12\,(0+4\cdot\tfrac12)\). At \(t=1\), \(2-2\cdot\tfrac12 = 1 = \tfrac12\,(1+2\cdot\tfrac12)\). The proof uses the real-space criterion from right to left, reduces to the single matrix entry, splits on `t = 0` and leaves the arithmetic to `simp` and `norm_num`. An exact on-site \(X\) is therefore compatible with non-zero hopping in all four blocks.

```lean
/-- On two cells with one large and one small component, on-site and hopping entries
`(0, 1)` for `D11`, `(4, 2)` for `D12` and `D21`, `(-6, -2)` for `D22`, the on-site
`X0 = 1/2` solves the supercell Riccati equation. -/
theorem local_decoupling_witness :
    Riccati (circ fun t : ZMod 2 => if t = 0 then !![(0 : ℂ)] else !![1])
      (circ fun t : ZMod 2 => if t = 0 then !![(4 : ℂ)] else !![2])
      (circ fun t : ZMod 2 => if t = 0 then !![(4 : ℂ)] else !![2])
      (circ fun t : ZMod 2 => if t = 0 then !![(-6 : ℂ)] else !![-2])
      (circ (onSite !![(1 / 2 : ℂ)])) := by
  refine (local_decoupling_iff _ _ _ _ _).2.2 fun t => ?_
  unfold Riccati
  ext i j
  fin_cases i
  fin_cases j
  by_cases ht : t = 0 <;> simp [ht, Matrix.mul_apply] <;> norm_num

end

end LocalDecoupling
```

```lean
#print axioms LocalDecoupling.riccati_shift_circ
#print axioms LocalDecoupling.local_decoupling_iff
```

```
'LocalDecoupling.riccati_shift_circ' depends on axioms: [propext, Classical.choice, Quot.sound]
'LocalDecoupling.local_decoupling_iff' depends on axioms: [propext, Classical.choice, Quot.sound]
```

## Translation invariance as a hypothesis

The closing remarks are ordinary reasoning with no theorem above behind them. The statement could instead take arbitrary supercell matrices and assume that each commutes with the shift by one cell, acting on large and on small components. A matrix with that property has blocks that depend only on \(x-y\), so one further lemma would lead back to `circ` and to the same equivalence. The gain is that invariance of \(X\) becomes a property that can be derived or can fail. If \(D\) is Hermitian and the vectors \((\psi,X\psi)\) span the spectral subspace above a gap, the shift maps that subspace to itself and \(X\) must commute with it. If instead the subspace cuts through a level shared by two wave vectors, \(X\) can mix them, and such a solution has no description as a family \(X_t\).
